# An orthogonal orbital that couples to a trial state always allows a strictly lower energy

Take two orthonormal states $v$ and $w$ and the Hamiltonian matrix

$$\begin{pmatrix}0&2\\2&3\end{pmatrix}$$

in that basis. The trial state $v$ has energy $0$ and $w$ lies well above it, at $3$. Yet the mixture $(2v-w)/\sqrt5$ has energy $(3-8)/5=-1$. The interference term pays for the admixture of the higher state.

I would like to use this for local orbitals in LAPW, for instance those added to the basis of a second-variational spin-orbit calculation. My claim is that if $w$ is orthogonal to a unit trial state $v$ and $\langle w,Hv\rangle\neq0$, then some unit vector in their span has energy strictly below $\langle v,Hv\rangle$, however high $w$ lies. Can this be made rigorous and machine-checked, with $w$ not necessarily normalised?

## The lower level of a two-state problem

Yes. Let $H$ be symmetric, let the inner product be conjugate-linear in its first slot, and suppose first that $\|w\|=1$. Write

$$a=\langle v,Hv\rangle,\quad b=\langle w,Hw\rangle,\quad c=\langle w,Hv\rangle,\quad g=|c|.$$

For complex $x,y$, symmetry gives $\langle v,Hw\rangle=\bar c$, so the state $u=xv+yw$ has

$$\langle u,Hu\rangle=|x|^2a+|y|^2b+2\,\mathrm{Re}(\bar y x c),\qquad \|u\|^2=|x|^2+|y|^2.$$

Define the lower level

$$L=\frac{a+b}{2}-s,\qquad s=\sqrt{\left(\frac{a-b}{2}\right)^2+g^2}.$$

Since $s\ge|a-b|/2$, we have $L\le a$ and $L\le b$. Moreover,

$$(a-L)(b-L)=\left(s+\frac{a-b}{2}\right)\left(s-\frac{a-b}{2}\right)=g^2,$$

which is the secular equation.

**No unit state of the span lies below $L$.** Put $A=a-L$, $B=b-L$, $p=|x|$ and $q=|y|$, with $p^2+q^2=1$. The interference term is at least $-2pqg$, so

$$\langle u,Hu\rangle-L\ \ge\ p^2A+q^2B-2pqg.$$

If $A>0$, then $A$ times the right-hand side is $(pA-qg)^2\ge0$, because $AB=g^2$. If $A=0$, then $g=0$ and the right-hand side is $q^2B\ge0$.

**Some unit state reaches $L$.** If $B=0$, then $w$ itself does. Otherwise take $z=Bv-cw$, with $\|z\|^2=B^2+g^2>0$. Its energy satisfies

$$\langle z,Hz\rangle-L\|z\|^2=B^2A+g^2B-2Bg^2=B(AB-g^2)=0,$$

so the unit vector $z/\|z\|$ has energy $L$.

**When $L$ is below $a$.** If $g>0$, then $s>|a-b|/2$, hence $a-L=s+(a-b)/2>0$. If $b<a$, then $L\le b<a$. In the remaining case, $g=0$ and $b\ge a$, we get $L=a$, and the lower bound rules out any improvement. A normalised orthogonal orbital therefore helps exactly when it couples to $v$ or already lies below it.

**Normalisation of $w$.** If $\langle w,Hv\rangle\ne0$, then $w\ne0$. Replacing $w$ by $w/\|w\|$ changes neither the span nor the fact that the coupling is nonzero, so the claim holds for unnormalised $w$.

**The residual.** Suppose a unit state $v$ minimises the energy over the unit states of a variational space $W$, and let $E_v=\langle v,Hv\rangle$. For $w\in W$, the part $w'=w-\langle v,w\rangle v$ is orthogonal to $v$, and

$$\langle w',Hv\rangle=\langle w,Hv\rangle-\langle w,v\rangle E_v=\langle w,\,Hv-E_vv\rangle.$$

Were this nonzero, $w'$ would couple to $v$ and $W$ would contain a lower unit state. So the residual $Hv-E_vv$ is orthogonal to $W$.

## What the Lean theorems say

The type `E` is a complex inner-product space, with no assumption of finite dimension. The Hamiltonian is a linear map `H : E →ₗ[ℂ] E` with `H.IsSymmetric`, which in finite dimension means self-adjoint. `energy H u` is the real part of $\langle u,Hu\rangle$; symmetry makes that number real, so nothing is lost. It is an energy expectation only for unit vectors, which is why the statements carry conditions such as `‖u‖ = 1`.

The answer to your question is `coupled_orbital_lowers_energy`. Its hypotheses are that $v$ is a unit vector (`hv`), that $w$ is orthogonal to it (`hvw`) and that the coupling is nonzero (`hc`). It yields a unit `u` in `Submodule.span ℂ {v, w}` with `energy H u < energy H v`. The exact criterion for normalised $w$ is `improves_iff`, and the statement about minimisers is `residual_orthogonal_of_minimiser`, where `W` is any subspace and the minimiser is assumed to exist.

Because `H` is defined on all of `E` and maps it to itself, an unbounded Hamiltonian with a restricted domain does not fit directly; its matrix in a finite basis does. `H` is also fixed, so the theorems concern one state in a given potential, not a self-consistent total energy.

```lean
import Mathlib

open scoped InnerProductSpace ComplexConjugate

namespace LocalOrbitalImprovement

noncomputable section

variable {E : Type*} [NormedAddCommGroup E] [InnerProductSpace ℂ E]

/-- The real part of `⟨u, H u⟩`. For symmetric `H` and a unit vector `u` this is the energy
expectation. -/
def energy (H : E →ₗ[ℂ] E) (u : E) : ℝ := (⟪u, H u⟫_ℂ).re

/-- The lower level of a two-state problem with diagonal energies `a`, `b` and
coupling strength `g`. -/
def lowerLevel (a b g : ℝ) : ℝ := (a + b) / 2 - √(((a - b) / 2) ^ 2 + g ^ 2)

/-- For symmetric `H`, the value of `energy H` at `x • v + y • w` is the sum of its values at `v`
and `w`, weighted by `‖x‖ ^ 2` and `‖y‖ ^ 2`, plus an interference term, twice the real part of
`conj y * x * ⟨w, H v⟩`. -/
theorem energy_combination {H : E →ₗ[ℂ] E} (hH : H.IsSymmetric) (v w : E) (x y : ℂ) :
    energy H (x • v + y • w) = ‖x‖ ^ 2 * energy H v + ‖y‖ ^ 2 * energy H w
      + 2 * (conj y * x * ⟪w, H v⟫_ℂ).re := by
  have h : ⟪v, H w⟫_ℂ = conj ⟪w, H v⟫_ℂ := by
    rw [inner_conj_symm]
    exact (hH v w).symm
  simp only [energy, map_add, map_smul, inner_add_left, inner_add_right,
    inner_smul_left, inner_smul_right]
  rw [h]
  simp only [Complex.sq_norm, Complex.normSq_apply, Complex.add_re, Complex.add_im,
    Complex.mul_re, Complex.mul_im, Complex.conj_re, Complex.conj_im]
  ring

/-- For orthonormal `v` and `w` the squared norm of a superposition is the sum of the
squared moduli of its coefficients. -/
theorem norm_sq_combination {v w : E} (hv : ‖v‖ = 1) (hw : ‖w‖ = 1)
    (hvw : ⟪v, w⟫_ℂ = 0) (x y : ℂ) :
    ‖x • v + y • w‖ ^ 2 = ‖x‖ ^ 2 + ‖y‖ ^ 2 := by
  rw [norm_add_sq (𝕜 := ℂ), inner_smul_left, inner_smul_right, hvw, norm_smul,
    norm_smul, hv, hw]
  simp

/-- The lower level lies at or below both diagonal energies and solves the secular
equation of the two-state problem. -/
theorem lowerLevel_secular (a b g : ℝ) :
    lowerLevel a b g ≤ a ∧ lowerLevel a b g ≤ b ∧
      (a - lowerLevel a b g) * (b - lowerLevel a b g) = g ^ 2 := by
  have hs := Real.sq_sqrt (show 0 ≤ ((a - b) / 2) ^ 2 + g ^ 2 by positivity)
  have h1 : |(a - b) / 2| ≤ √(((a - b) / 2) ^ 2 + g ^ 2) :=
    Real.abs_le_sqrt (by linarith [sq_nonneg g])
  obtain ⟨h2, h3⟩ := abs_le.1 h1
  unfold lowerLevel
  refine ⟨by linarith, by linarith, ?_⟩
  linear_combination hs

/-- No unit state in the span of the orthonormal pair `v`, `w` has an energy below the
lower level of the two-state problem. -/
theorem lowerLevel_le_energy {H : E →ₗ[ℂ] E} (hH : H.IsSymmetric) {v w u : E}
    (hv : ‖v‖ = 1) (hw : ‖w‖ = 1) (hvw : ⟪v, w⟫_ℂ = 0)
    (hu : u ∈ Submodule.span ℂ {v, w}) (hu1 : ‖u‖ = 1) :
    lowerLevel (energy H v) (energy H w) ‖⟪w, H v⟫_ℂ‖ ≤ energy H u := by
  -- a two-by-two form with nonnegative diagonal and zero determinant is nonnegative
  have quad : ∀ A B g p q : ℝ, 0 ≤ A → 0 ≤ B → A * B = g ^ 2 →
      0 ≤ p ^ 2 * A + q ^ 2 * B - 2 * (p * q * g) := by
    intro A B g p q hA hB hAB
    rcases hA.eq_or_lt with h0 | hpos
    · have hg : g = 0 := by
        apply pow_eq_zero_iff (two_ne_zero) |>.1
        rw [← hAB, ← h0, zero_mul]
      rw [hg, ← h0]
      have := mul_nonneg (sq_nonneg q) hB
      linarith
    · have h : A * (p ^ 2 * A + q ^ 2 * B - 2 * (p * q * g)) = (p * A - q * g) ^ 2 := by
        linear_combination q ^ 2 * hAB
      exact (mul_nonneg_iff_of_pos_left hpos).1 (h ▸ sq_nonneg _)
  obtain ⟨x, y, rfl⟩ := Submodule.mem_span_pair.1 hu
  have hn := norm_sq_combination hv hw hvw x y
  rw [hu1] at hn
  rw [energy_combination hH]
  obtain ⟨hA, hB, hAB⟩ := lowerLevel_secular (energy H v) (energy H w) ‖⟪w, H v⟫_ℂ‖
  -- the interference term is bounded by the moduli
  have hc := Complex.abs_re_le_norm (conj y * x * ⟪w, H v⟫_ℂ)
  rw [norm_mul, norm_mul, RCLike.norm_conj] at hc
  have hc' := (abs_le.1 hc).1
  have hq := quad _ _ _ ‖x‖ ‖y‖ (sub_nonneg.2 hA) (sub_nonneg.2 hB) hAB
  have hL : lowerLevel (energy H v) (energy H w) ‖⟪w, H v⟫_ℂ‖ * (‖x‖ ^ 2 + ‖y‖ ^ 2)
      = lowerLevel (energy H v) (energy H w) ‖⟪w, H v⟫_ℂ‖ := by
    rw [← hn]; ring
  nlinarith

/-- Some unit state in the span of the orthonormal pair `v`, `w` has exactly the lower
level of the two-state problem as its energy. -/
theorem exists_energy_eq_lowerLevel {H : E →ₗ[ℂ] E} (hH : H.IsSymmetric) {v w : E}
    (hv : ‖v‖ = 1) (hw : ‖w‖ = 1) (hvw : ⟪v, w⟫_ℂ = 0) :
    ∃ u ∈ Submodule.span ℂ {v, w}, ‖u‖ = 1 ∧
      energy H u = lowerLevel (energy H v) (energy H w) ‖⟪w, H v⟫_ℂ‖ := by
  obtain ⟨-, -, hAB⟩ := lowerLevel_secular (energy H v) (energy H w) ‖⟪w, H v⟫_ℂ‖
  generalize lowerLevel (energy H v) (energy H w) ‖⟪w, H v⟫_ℂ‖ = L at hAB ⊢
  by_cases hb : energy H w - L = 0
  · exact ⟨w, Submodule.subset_span (by simp), hw, by linarith⟩
  have key : ∀ (c : ℂ) (r : ℝ), (conj (-c) * (r : ℂ) * c).re = -(r * ‖c‖ ^ 2) := by
    intro c r
    simp only [Complex.sq_norm, Complex.normSq_apply, map_neg, Complex.mul_re,
      Complex.mul_im, Complex.neg_re, Complex.neg_im, Complex.conj_re, Complex.conj_im,
      Complex.ofReal_re, Complex.ofReal_im]
    ring
  -- the unnormalised solution of the secular problem
  obtain ⟨z, hz⟩ : ∃ z, z = ((energy H w - L : ℝ) : ℂ) • v + (-⟪w, H v⟫_ℂ) • w := ⟨_, rfl⟩
  have hn : ‖z‖ ^ 2 = (energy H w - L) ^ 2 + ‖⟪w, H v⟫_ℂ‖ ^ 2 := by
    rw [hz, norm_sq_combination hv hw hvw, Complex.norm_real, Real.norm_eq_abs, sq_abs,
      norm_neg]
  have he : energy H z = L * ‖z‖ ^ 2 := by
    rw [hn, hz, energy_combination hH, key, Complex.norm_real, Real.norm_eq_abs, sq_abs,
      norm_neg]
    linear_combination (energy H w - L) * hAB
  have hz0 : ‖z‖ ≠ 0 := by
    intro h
    rw [h] at hn
    have h1 : 0 < (energy H w - L) ^ 2 := (sq_nonneg _).lt_of_ne' (pow_ne_zero 2 hb)
    nlinarith [sq_nonneg ‖⟪w, H v⟫_ℂ‖]
  refine ⟨((‖z‖⁻¹ : ℝ) : ℂ) • z, Submodule.smul_mem _ _ ?_, ?_, ?_⟩
  · exact Submodule.mem_span_pair.2 ⟨_, _, hz.symm⟩
  · rw [norm_smul, Complex.norm_real, norm_inv, norm_norm, inv_mul_cancel₀ hz0]
  · have hs := energy_combination hH z z ((‖z‖⁻¹ : ℝ) : ℂ) 0
    simp only [zero_smul, add_zero, norm_zero, map_zero, zero_mul, Complex.zero_re,
      mul_zero, ne_eq, OfNat.ofNat_ne_zero, not_false_eq_true, zero_pow] at hs
    rw [hs, he, Complex.norm_real, norm_inv, norm_norm]
    field_simp

/-- Adding a normalised orbital `w` orthogonal to a unit state `v` allows a lower energy exactly
when `w` couples to `v` or already has a lower energy than `v`. -/
theorem improves_iff {H : E →ₗ[ℂ] E} (hH : H.IsSymmetric) {v w : E}
    (hv : ‖v‖ = 1) (hw : ‖w‖ = 1) (hvw : ⟪v, w⟫_ℂ = 0) :
    (∃ u ∈ Submodule.span ℂ {v, w}, ‖u‖ = 1 ∧ energy H u < energy H v) ↔
      ⟪w, H v⟫_ℂ ≠ 0 ∨ energy H w < energy H v := by
  constructor
  · rintro ⟨u, hu, hu1, hlt⟩
    by_contra hcon
    rw [not_or, not_not, not_lt] at hcon
    obtain ⟨hc, hab⟩ := hcon
    have h := lowerLevel_le_energy hH hv hw hvw hu hu1
    -- without coupling the lower level is the energy of `v` itself
    have hs : √(((energy H v - energy H w) / 2) ^ 2 + 0 ^ 2)
        = (energy H w - energy H v) / 2 := by
      rw [show ((energy H v - energy H w) / 2) ^ 2 + 0 ^ 2
        = ((energy H w - energy H v) / 2) ^ 2 by ring]
      exact Real.sqrt_sq (by linarith)
    rw [hc, norm_zero, lowerLevel, hs] at h
    linarith
  · intro h
    obtain ⟨u, hu, hu1, he⟩ := exists_energy_eq_lowerLevel hH hv hw hvw
    refine ⟨u, hu, hu1, ?_⟩
    rw [he, lowerLevel]
    rcases h with hc | hab
    · have hg : 0 < ‖⟪w, H v⟫_ℂ‖ ^ 2 := pow_pos (norm_pos_iff.2 hc) 2
      have : (energy H w - energy H v) / 2
          < √(((energy H v - energy H w) / 2) ^ 2 + ‖⟪w, H v⟫_ℂ‖ ^ 2) :=
        Real.lt_sqrt_of_sq_lt (by nlinarith)
      linarith
    · have := Real.sqrt_nonneg (((energy H v - energy H w) / 2) ^ 2 + ‖⟪w, H v⟫_ℂ‖ ^ 2)
      linarith

/-- If an orbital `w` orthogonal to the unit trial state `v` couples to it through `H`,
then the span of `v` and `w` contains a unit state of strictly lower energy. -/
theorem coupled_orbital_lowers_energy {H : E →ₗ[ℂ] E} (hH : H.IsSymmetric) {v w : E}
    (hv : ‖v‖ = 1) (hvw : ⟪v, w⟫_ℂ = 0) (hc : ⟪w, H v⟫_ℂ ≠ 0) :
    ∃ u ∈ Submodule.span ℂ {v, w}, ‖u‖ = 1 ∧ energy H u < energy H v := by
  have hw0 : w ≠ 0 := by
    rintro rfl
    exact hc (inner_zero_left _)
  have hwn : ‖w‖ ≠ 0 := norm_ne_zero_iff.2 hw0
  -- normalise the added orbital
  have h1 : ‖((‖w‖⁻¹ : ℝ) : ℂ) • w‖ = 1 := by
    rw [norm_smul, Complex.norm_real, norm_inv, norm_norm, inv_mul_cancel₀ hwn]
  have h2 : ⟪v, ((‖w‖⁻¹ : ℝ) : ℂ) • w⟫_ℂ = 0 := by
    rw [inner_smul_right, hvw, mul_zero]
  have h3 : ⟪((‖w‖⁻¹ : ℝ) : ℂ) • w, H v⟫_ℂ ≠ 0 := by
    rw [inner_smul_left, Complex.conj_ofReal]
    exact mul_ne_zero (Complex.ofReal_ne_zero.2 (inv_ne_zero hwn)) hc
  obtain ⟨u, hu, hu1, hlt⟩ := (improves_iff hH hv h1 h2).2 (Or.inl h3)
  obtain ⟨x, y, hxy⟩ := Submodule.mem_span_pair.1 hu
  refine ⟨u, Submodule.mem_span_pair.2 ⟨x, y * ((‖w‖⁻¹ : ℝ) : ℂ), ?_⟩, hu1, hlt⟩
  rw [mul_smul]
  exact hxy

/-- If a unit state `v` minimises the energy among the unit states of a variational
space `W`, then its residual `H v - ⟨v, H v⟩ v` is orthogonal to `W`. -/
theorem residual_orthogonal_of_minimiser {H : E →ₗ[ℂ] E} (hH : H.IsSymmetric)
    {W : Submodule ℂ E} {v : E} (hvW : v ∈ W) (hv : ‖v‖ = 1)
    (hmin : ∀ u ∈ W, ‖u‖ = 1 → energy H v ≤ energy H u) {w : E} (hw : w ∈ W) :
    ⟪w, H v - (energy H v : ℂ) • v⟫_ℂ = 0 := by
  have hE : ⟪v, H v⟫_ℂ = (energy H v : ℂ) := by
    refine (Complex.conj_eq_iff_re.1 ?_).symm
    rw [inner_conj_symm]
    exact hH v v
  have hvv : ⟪v, v⟫_ℂ = 1 := by
    rw [inner_self_eq_norm_sq_to_K, hv]
    simp
  by_contra hne
  -- the part of `w` orthogonal to `v` would couple to `v` and lower the energy
  have horth : ⟪v, w - ⟪v, w⟫_ℂ • v⟫_ℂ = 0 := by
    rw [inner_sub_right, inner_smul_right, hvv]
    ring
  have hc : ⟪w - ⟪v, w⟫_ℂ • v, H v⟫_ℂ ≠ 0 := by
    intro h0
    apply hne
    rw [inner_sub_left, inner_smul_left, inner_conj_symm, hE] at h0
    rw [inner_sub_right, inner_smul_right]
    linear_combination h0
  obtain ⟨u, hu, hu1, hlt⟩ := coupled_orbital_lowers_energy hH hv horth hc
  obtain ⟨x, y, hxy⟩ := Submodule.mem_span_pair.1 hu
  have huW : u ∈ W := by
    rw [← hxy]
    exact W.add_mem (W.smul_mem _ hvW) (W.smul_mem _ (W.sub_mem hw (W.smul_mem _ hvW)))
  exact not_lt_of_ge (hmin u huW hu1) hlt

end

end LocalOrbitalImprovement
```

```lean
#print axioms LocalOrbitalImprovement.coupled_orbital_lowers_energy
#print axioms LocalOrbitalImprovement.residual_orthogonal_of_minimiser
```

```
'LocalOrbitalImprovement.coupled_orbital_lowers_energy' depends on axioms: [propext, Classical.choice, Quot.sound]
'LocalOrbitalImprovement.residual_orthogonal_of_minimiser' depends on axioms: [propext, Classical.choice, Quot.sound]
```

## How the proof follows the algebra

`energy_combination` and `norm_sq_combination` are the two expansions. The first rewrites $\langle v,Hw\rangle$ as the conjugate of the coupling, splits everything into real and imaginary parts, and leaves a polynomial identity to `ring`.

`lowerLevel_secular` gets both inequalities from $|(a-b)/2|\le s$ and the secular equation from the square of the root.

In `lowerLevel_le_energy`, the local claim `quad` is the argument with the cases $A=0$ and $A>0$. The bound on the interference term comes from `Complex.abs_re_le_norm`, and `nlinarith` combines it with `quad` and the normalisation.

`exists_energy_eq_lowerLevel` splits on whether $b-L$ vanishes. In the main case it builds $z$, and `linear_combination (energy H w - L) * hAB` is the cancellation $B(AB-g^2)=0$. The energy of the rescaled vector then comes from `energy_combination` with second coefficient zero.

`improves_iff` uses the lower bound in one direction and the attaining state in the other. `coupled_orbital_lowers_energy` normalises $w$, applies that criterion, and absorbs the factor $1/\|w\|$ into the coefficient of $w$. The residual theorem argues by contradiction: `horth` and `hc` show that $w'$ is orthogonal and coupled, and `huW` places the improved state inside `W`, against minimality.

## Local orbitals in an actual calculation

Local orbitals are generally not orthogonal to the current state, and for them $\langle w,Hv\rangle\ne0$ is the wrong test. If $v$ is already the ground state with nonzero energy, any $w$ overlapping it has a nonzero matrix element, yet nothing can be gained. The right quantity is $\langle w,Hv-E_vv\rangle$, the coupling of the part of $w$ orthogonal to $v$.

In a code with a non-orthogonal basis, let $\mathbf H$ and $\mathbf S$ be the Hamiltonian and overlap matrices of the enlarged basis, and let $\mathbf c$ be the old coefficient vector, padded with zeros and normalised so that $\mathbf c^\dagger\mathbf S\mathbf c=1$. The entry of $(\mathbf H-E_v\mathbf S)\mathbf c$ in the row of the new orbital is exactly this quantity. If it is nonzero, the lowest eigenvalue of the enlarged generalised eigenproblem lies strictly below $E_v$.

In second variation, $\mathbf H$ includes spin-orbit coupling and the old basis consists of selected first-variation states, to which local orbitals may be added. For a fixed Hamiltonian in a finite basis, let $v$ be the lowest eigenstate in the old basis with spin-orbit coupling included, not the lowest first-variation state. A nonzero value then guarantees that adding the orbital lowers the lowest energy. A zero value does not rule this out: the orbital may itself lie below that state, or couple to other old states strongly enough to produce a lower one. For a higher band the test says less: a lower energy somewhere in the span need not mean a better approximation to that band.

The size of the gain within the span of $v$ and $w$ follows from the secular equation; coupling to other basis states can increase it. For a normalised orthogonal orbital with $b>a$,

$$a-L=\frac{g^2}{b-L}\le\frac{g^2}{b-a},$$

so a weakly coupled orbital far above the trial state does lower the energy, but perhaps by less than the convergence threshold of the calculation.
